# The first-order relation between changes of wave number and energy along a band of a Hermitian secular matrix

A band E(k) with amplitudes c(k) solves the finite secular equation M(k, E) c = 0 for all real wave numbers near a given one. At the starting point on the band, the matrix M is Hermitian and is differentiable in k and E jointly, which is more than having the two partial derivatives M_k and M_E; its dependence on the energy need not be linear. The lemma says that, for a step (dk, dE) along the band, Re(c†M_k c) dk + Re(c†M_E c) dE vanishes faster than the size of the step as dk → 0, with M_k, M_E and c taken at the starting point. The band and the amplitudes need only be continuous there, and c need not be normalised, so the two coefficients are real parts of quadratic forms and not in general expectation values. The attempt uses Hermiticity to make c† a left null vector of M, expands the secular equation entry by entry, sums the entries weighted with the conjugate amplitudes, and takes the real part.

The first attempt, which Lean rejects:

```lean
import Mathlib

open Matrix Topology Asymptotics Filter

namespace FirstOrder

noncomputable section

variable {n : Type*} [Fintype n]

/-- The real part of the quadratic form `c† A c`. -/
def expect (A : Matrix n n ℂ) (c : n → ℂ) : ℝ := (star c ⬝ᵥ (A *ᵥ c)).re

/-- The secular matrix `M(k,E)` is totally differentiable at `(k,E)`, entry by entry, with
partial derivatives `Mk` in the wave number and `ME` in the energy. -/
def HasPartials (M : ℝ → ℝ → Matrix n n ℂ) (Mk ME : Matrix n n ℂ) (k E : ℝ) : Prop :=
  ∀ i j, HasFDerivAt (fun p : ℝ × ℝ => M p.1 p.2 i j)
    ((ContinuousLinearMap.fst ℝ ℝ ℝ).smulRight (Mk i j) +
      (ContinuousLinearMap.snd ℝ ℝ ℝ).smulRight (ME i j)) (k, E)

/-- Along a continuous band with continuous amplitudes, where the secular matrix is Hermitian and
differentiable, `Re ⟨c, M_k c⟩ dk + Re ⟨c, M_E c⟩ dE` is `o(‖(dk, dE)‖)`, with `c` taken at `k`. -/
theorem first_order {M : ℝ → ℝ → Matrix n n ℂ} {Mk ME : Matrix n n ℂ} {E : ℝ → ℝ}
    {c : ℝ → n → ℂ} {k : ℝ} (hH : (M k (E k)).IsHermitian)
    (hM : HasPartials M Mk ME k (E k)) (hE : ContinuousAt E k) (hc : ContinuousAt c k)
    (hs : ∀ᶠ x in 𝓝 k, M x (E x) *ᵥ c x = 0) :
    (fun x => expect Mk (c k) * (x - k) + expect ME (c k) * (E x - E k))
      =o[𝓝 k] fun x => ((x - k, E x - E k) : ℝ × ℝ) := by
  -- Hermiticity makes the amplitude vector a left null vector as well
  have hl : star (c k) ᵥ* M k (E k) = 0 := by
    have h := Matrix.star_mulVec (M k (E k)) (c k)
    rw [hs.self_of_nhds, hH.eq, star_zero] at h
    exact h.symm
  have hd : Tendsto (fun x => ((x - k, E x - E k) : ℝ × ℝ)) (𝓝 k) (𝓝 0) := by
    have h1 : Tendsto (fun x : ℝ => x - k) (𝓝 k) (𝓝 0) := by
      simpa using (tendsto_id (x := 𝓝 k)).sub_const k
    have h2 : Tendsto (fun x => E x - E k) (𝓝 k) (𝓝 0) := by
      simpa using hE.tendsto.sub_const (E k)
    exact h1.prodMk_nhds h2
  -- entrywise expansion of the secular equation
  have hG : ∀ i j, (fun x => (M x (E x) i j - M k (E k) i j) * c x j -
      (((x - k : ℝ) : ℂ) * Mk i j + ((E x - E k : ℝ) : ℂ) * ME i j) * c k j)
      =o[𝓝 k] fun x => ‖((x - k, E x - E k) : ℝ × ℝ)‖ := by
    intro i j
    have hcj : Tendsto (fun x => c x j) (𝓝 k) (𝓝 (c k j)) := tendsto_pi_nhds.1 hc j
    have hc0 : Tendsto (fun x => c x j - c k j) (𝓝 k) (𝓝 0) := by
      simpa using hcj.sub_const (c k j)
    have hR := ((hasFDerivAt_iff_isLittleO_nhds_zero.1 (hM i j)).comp_tendsto hd).norm_right
    have hL := (((ContinuousLinearMap.fst ℝ ℝ ℝ).smulRight (Mk i j) +
      (ContinuousLinearMap.snd ℝ ℝ ℝ).smulRight (ME i j)).isBigO_comp
        (fun x => ((x - k, E x - E k) : ℝ × ℝ)) (𝓝 k)).norm_right
    have h1 := hR.mul_isBigO (hcj.isBigO_one ℝ)
    have h2 := hL.mul_isLittleO ((isLittleO_one_iff ℝ).2 hc0)
    refine (h1.add h2).congr (fun x => ?_) (fun x => ?_)
    · simp
      ring
    · simp
  have hsum : (fun x => ∑ i, ∑ j, star (c k i) * ((M x (E x) i j - M k (E k) i j) * c x j -
      (((x - k : ℝ) : ℂ) * Mk i j + ((E x - E k : ℝ) : ℂ) * ME i j) * c k j))
      =o[𝓝 k] fun x => ‖((x - k, E x - E k) : ℝ × ℝ)‖ :=
    IsLittleO.sum fun i _ => IsLittleO.sum fun j _ => (hG i j).const_mul_left _
  have hre := (Complex.reCLM.isBigO_comp _ (𝓝 k)).trans_isLittleO hsum
  refine (isLittleO_norm_right.1 hre.neg_left).congr' ?_ EventuallyEq.rfl
  filter_upwards [hs] with x hx
  have hid : ∑ i, ∑ j, star (c k i) * ((M x (E x) i j - M k (E k) i j) * c x j -
      (((x - k : ℝ) : ℂ) * Mk i j + ((E x - E k : ℝ) : ℂ) * ME i j) * c k j) =
      star (c k) ⬝ᵥ (M x (E x) *ᵥ c x) - star (c k) ⬝ᵥ (M k (E k) *ᵥ c x) -
      ((x - k : ℝ) : ℂ) * (star (c k) ⬝ᵥ (Mk *ᵥ c k)) -
      ((E x - E k : ℝ) : ℂ) * (star (c k) ⬝ᵥ (ME *ᵥ c k)) := by
    simp only [dotProduct, Matrix.mulVec, Finset.mul_sum, ← Finset.sum_sub_distrib,
      Pi.star_apply]
    refine Finset.sum_congr rfl fun i _ => Finset.sum_congr rfl fun j _ => ?_
    ring
  rw [hx, Matrix.dotProduct_mulVec _ (M k (E k)), hl, dotProduct_zero, zero_dotProduct] at hid
  refine (congrArg (fun z : ℂ => -z.re) hid).trans ?_
  simp only [Complex.sub_re, Complex.re_ofReal_mul, Complex.zero_re, expect]
  ring

end

end FirstOrder
```

The compiler's answer:

```
Main.lean:61:4: error: Type mismatch
  IsLittleO.sum fun i x => IsLittleO.sum fun j x => IsLittleO.const_mul_left (hG i j) (?m.663 i j)
has type
  (∑ i ∈ ?m.623,
      ∑ i_1 ∈ ?m.646 i, fun x =>
        ?m.663 i i_1 *
          ((M x (E x) i i_1 - M k (E k) i i_1) * c x i_1 -
            (↑(x - k) * Mk i i_1 + ↑(E x - E k) * ME i i_1) * c k i_1)) =o[𝓝 k]
    fun x => ‖(x - k, E x - E k)‖
but is expected to have type
  (fun x =>
      ∑ i,
        ∑ j,
          star (c k i) *
            ((M x (E x) i j - M k (E k) i j) * c x j - (↑(x - k) * Mk i j + ↑(E x - E k) * ME i j) * c k j)) =o[𝓝 k]
    fun x => ‖(x - k, E x - E k)‖
```

Cause. The one error is in `hsum`, where the entrywise estimates are added up. `IsLittleO.sum` gives its result as a sum of functions, `∑ i ∈ s, A i`, while `hsum` asks for the function `fun x => ∑ i, ∑ j, …`, whose value at each `x` is a sum of numbers. The two are equal, but Lean did not match the one form with the other when the term was given directly. The index sets and the constant factor, which were to be read off from that match, are still unknowns (`?m.623`, `?m.646`, `?m.663`) in the message.

The repair first proves the estimate as `h`, in the form the lemma gives, with both index sets named as `Finset.univ` and the factor as `star (c k i)`, so that nothing is left to be inferred from the goal. `h.congr_left` then asks only that the two functions agree at each `x`, and `simp only [Finset.sum_apply]` shows this by carrying the evaluation at `x` inside both sums.

Fix (accepted with no message):

```diff
@@ -59,5 +59,10 @@
       (((x - k : ℝ) : ℂ) * Mk i j + ((E x - E k : ℝ) : ℂ) * ME i j) * c k j))
       =o[𝓝 k] fun x => ‖((x - k, E x - E k) : ℝ × ℝ)‖ :=
-    IsLittleO.sum fun i _ => IsLittleO.sum fun j _ => (hG i j).const_mul_left _
+    by
+      have h := IsLittleO.sum (s := Finset.univ) fun (i : n) _ =>
+        IsLittleO.sum (s := Finset.univ) fun (j : n) _ =>
+          (hG i j).const_mul_left (star (c k i))
+      refine h.congr_left fun x => ?_
+      simp only [Finset.sum_apply]
   have hre := (Complex.reCLM.isBigO_comp _ (𝓝 k)).trans_isLittleO hsum
   refine (isLittleO_norm_right.1 hre.neg_left).congr' ?_ EventuallyEq.rfl
```
